# The Calogero product wavefunction solves the Schrödinger equation for ordered particles

Put two or more bosons on a line in a harmonic trap and let each pair repel with energy $g/(x_j-x_l)^2$, $g>0$. First-order perturbation theory in $g$ fails at once. The non-interacting ground state has a nonzero density where two particles meet, so the mean of $1/(x_j-x_l)^2$ diverges and the energy shift comes out infinite, however small $g$ is.

A wavefunction with the right power law at contact avoids this. In units $\hbar=m=\omega=1$, write the coupling as $g=\lambda(\lambda-1)$ with $\lambda$ real. For positions $x_0<\dots<x_{N-1}$, the unnormalised function

$$\psi=\prod_{k<l}(x_l-x_k)^\lambda\,\exp\Big(-\tfrac12\sum_k x_k^2\Big)$$

is positive and satisfies $H\psi=E\psi$, where

$$H=\sum_j\frac{-\partial_j^2+x_j^2}{2}+\sum_{j<l}\frac{\lambda(\lambda-1)}{(x_j-x_l)^2},\qquad E=\frac N2+\lambda\frac{N(N-1)}2 .$$

The equation holds for every real $\lambda$. For $g>0$ the root $\lambda>1$ is the one that makes $\psi$ vanish at contact, and with it this interacting many-body problem has an eigenfunction in closed form. For bosons, exchange symmetry gives the values of $\psi$ at the other orderings.

## Two-body and three-body terms cancel

Define

$$A_j=\sum_{l\ne j}\frac1{x_j-x_l},\qquad B_j=\sum_{l\ne j}\frac1{(x_j-x_l)^2}.$$

In $\log\psi$, a pair containing particle $j$ contributes $\lambda/(x_j-x_l)$ to the derivative along $x_j$, whichever of the two particles lies to the right. Hence $\partial_j\psi=W_j\psi$ with $W_j=\lambda A_j-x_j$. Since $\partial_jA_j=-B_j$, a second derivative gives

$$\partial_j^2\psi=(W_j^2+\partial_jW_j)\psi=\big((\lambda A_j-x_j)^2-\lambda B_j-1\big)\psi .$$

Expanding the square cancels the trap potential:

$$\frac{-\partial_j^2\psi+x_j^2\psi}{2\psi}=\frac12+\frac\lambda2B_j-\frac{\lambda^2}2A_j^2+\lambda x_jA_j .$$

Three sums over $j$ remain.

1. The square $A_j^2$ contains $B_j$ and products over three different particles. For distinct $a,b,c$,
$$\frac1{(a-b)(a-c)}+\frac1{(b-c)(b-a)}+\frac1{(c-a)(c-b)}=-\frac{(b-c)+(c-a)+(a-b)}{(a-b)(b-c)(c-a)}=0,$$
so the three-body products cancel and $\sum_jA_j^2=\sum_jB_j$.
2. In $\sum_jx_jA_j$ each pair contributes $(x_j-x_l)/(x_j-x_l)=1$, so the sum is $N(N-1)/2$.
3. Each pair occurs twice in $\sum_jB_j$, so $\sum_jB_j=2V$ with $V=\sum_{j<l}(x_j-x_l)^{-2}$.

The kinetic and trap terms therefore add up to $N/2+\lambda N(N-1)/2-\lambda(\lambda-1)V$, and the interaction removes the last term.

## The local energy in a Monte Carlo run

Variational Monte Carlo averages the local energy $H\psi/\psi$ over sampled configurations, and diffusion Monte Carlo with importance sampling uses $W_j$ as the drift of particle $j$. Take $N=3$, $\lambda=2$ and positions $(-1,0,1)$. The drifts are $(-2,0,2)$, the kinetic part of the local energy is $2$, the trap gives $1$ and the interaction $4.5$. The total is $7.5=\tfrac32+2\cdot3$, and it is the same at every other ordered configuration. If the trial exponent is $\mu$ while the coupling is $g$, the local energy acquires the extra term $(g-\mu(\mu-1))V$, which diverges at contact unless $\mu(\mu-1)=g$.

## Wavefunction and Hamiltonian in Lean

```lean
import Mathlib

open Finset Function

namespace CalogeroModel

noncomputable section

variable {N : ℕ}
```

A configuration is a function `x : Fin N → ℝ`, with particles numbered from 0, and `lam` is $\lambda$.

```lean
/-- The Calogero wavefunction with exponent `lam`, for increasing positions. -/
def psi (lam : ℝ) (x : Fin N → ℝ) : ℝ :=
  (∏ k, ∏ l with k < l, (x l - x k) ^ lam) * Real.exp (-(∑ k, x k ^ 2) / 2)
```

The Hamiltonian is a differential expression evaluated at a point. Here `update x j t` moves particle `j` to `t` and leaves the others in place, so the nested `deriv` is $\partial_j^2$.

```lean
/-- The Calogero Hamiltonian with inverse-square coupling `g` in a harmonic trap, acting on `f`
at pairwise distinct positions. -/
def hamiltonian (g : ℝ) (f : (Fin N → ℝ) → ℝ) (x : Fin N → ℝ) : ℝ :=
  ∑ j, (-deriv (deriv fun t => f (update x j t)) (x j) + x j ^ 2 * f x) / 2
    + (∑ j, ∑ l with j < l, g / (x j - x l) ^ 2) * f x
```

The name `pull` is particular to this development: `pull 1 x j` is $A_j$ and `pull 2 x j` is $B_j$.

```lean
/-- The sum of `(1 / (x j - x l)) ^ p` over the particles `l` other than `j`, for pairwise
distinct positions. -/
def pull (p : ℕ) (x : Fin N → ℝ) (j : Fin N) : ℝ :=
  ∑ l with l ≠ j, (1 / (x j - x l)) ^ p
```

The next lemma extends the sum to all particles. For $p\ne0$ the added term $l=j$ vanishes, because Lean sets `1 / 0 = 0`.

```lean
-- For nonzero `p`, Lean's `1 / 0 = 0` lets proofs sum over all particles.
lemma pull_eq (p : ℕ) [NeZero p] (x : Fin N → ℝ) (j : Fin N) :
    pull p x j = ∑ l, (1 / (x j - x l)) ^ p :=
  sum_filter_of_ne fun l _ h e => h (by simp [e, NeZero.ne p])
```

The factor of two in $\sum_jB_j=2V$ comes from a general statement about symmetric pair quantities. The proof splits each ordered pair by whether $k<l$, $k=l$ or $k>l$, and exchanges the summation indices in the last group.

```lean
/-- A symmetric pair quantity without self-terms, summed over all ordered pairs, counts each
pair twice. -/
theorem pair_sum (F : Fin N → Fin N → ℝ) (hF : ∀ k l, F k l = F l k) (h0 : ∀ k, F k k = 0) :
    ∑ k, ∑ l, F k l = 2 * ∑ k, ∑ l with k < l, F k l := by
  have hs : ∑ k, ∑ l, (if l < k then F k l else 0) = ∑ k, ∑ l, (if k < l then F k l else 0) :=
    sum_comm.trans (sum_congr rfl fun a _ => sum_congr rfl fun b _ => by rw [hF b a])
  have h : ∑ k, ∑ l, F k l
      = ∑ k, ∑ l, ((if k < l then F k l else 0) + if l < k then F k l else 0) := by
    refine sum_congr rfl fun k _ => sum_congr rfl fun l _ => ?_
    rcases lt_trichotomy k l with h | h | h
    · simp [h, lt_asymm h]
    · simp [h, h0]
    · simp [h, lt_asymm h]
  simp only [sum_add_distrib] at h
  simp only [sum_filter]
  linarith
```

## Differentiating the pair product

The rule $\partial_j\psi=W_j\psi$ rests on the addition of logarithmic derivatives. It is stated without logarithms: if each factor satisfies $f_i'=g_if_i$, the product has derivative $(\sum_ig_i)\prod_if_i$. The proof is induction on the number of factors with the product rule.

```lean
/-- Logarithmic derivatives add up over a finite product. -/
theorem hasDerivAt_prod_log {ι : Type*} (s : Finset ι) (f : ι → ℝ → ℝ) (g : ι → ℝ) (t : ℝ)
    (h : ∀ i ∈ s, HasDerivAt (f i) (g i * f i t) t) :
    HasDerivAt (fun u => ∏ i ∈ s, f i u) ((∑ i ∈ s, g i) * ∏ i ∈ s, f i t) t := by
  classical
  induction s using Finset.induction_on with
  | empty => simpa using hasDerivAt_const t (1 : ℝ)
  | insert a s ha ih =>
    have h2 := ih fun i hi => h i (mem_insert_of_mem hi)
    simp only [prod_insert ha, sum_insert ha]
    exact ((h a (mem_insert_self a s)).fun_mul h2).congr_deriv (by ring)

/-- When particle `j` moves, its own position has unit derivative and the others stay fixed. -/
theorem hasDerivAt_coord (y : Fin N → ℝ) (j k : Fin N) :
    HasDerivAt (fun t => update y j t k) (if k = j then (1 : ℝ) else 0) (y j) := by
  rcases eq_or_ne k j with h | h
  · subst h
    simp only [update_self, if_true]
    exact hasDerivAt_id' _
  · simp only [update_of_ne h, if_neg h]
    exact hasDerivAt_const _ _
```

For the first derivative, `hs` and `hg` differentiate the Gaussian, and `hp` differentiates a single pair factor, with separate cases for the moving particle on the right, on the left, or absent. The lemma `hasDerivAt_prod_log` is applied twice, once for each product sign in $\psi$. Then `hS` discards the pairs that don't contain particle $j$, which leaves $\lambda A_j$.

```lean
/-- For increasing positions, the logarithmic derivative of the wavefunction along particle `j`
is `lam * pull 1 y j - y j`. -/
theorem hasDerivAt_psi (lam : ℝ) {y : Fin N → ℝ} (hy : StrictMono y) (j : Fin N) :
    HasDerivAt (fun t => psi lam (update y j t))
      ((lam * pull 1 y j - y j) * psi lam y) (y j) := by
  have hc := hasDerivAt_coord y j
  have hs : HasDerivAt (fun t => ∑ k, update y j t k ^ 2) (2 * y j) (y j) :=
    HasDerivAt.congr_deriv (HasDerivAt.fun_sum fun k _ => (hc k).fun_pow 2) (by simp)
  have hg := (hs.fun_neg.div_const 2).exp
  have hp : ∀ k l, k < l → HasDerivAt (fun t => (update y j t l - update y j t k) ^ lam)
      (((if l = j then lam / (y j - y k) else 0) + if k = j then lam / (y j - y l) else 0)
        * (update y j (y j) l - update y j (y j) k) ^ lam) (y j) := by
    intro k l hkl
    have h := (sub_pos.2 (hy hkl)).ne'
    refine (((hc l).fun_sub (hc k)).rpow_const (p := lam)
      (Or.inl (by simpa only [update_eq_self] using h))).congr_deriv ?_
    simp only [update_eq_self, Real.rpow_sub_one h]
    by_cases a : l = j
    · subst a
      simp only [if_true, if_neg hkl.ne]
      ring
    · by_cases b : k = j
      · subst b
        simp only [a, if_true, if_false]
        rw [← neg_sub (y l) (y k), div_neg]
        ring
      · simp [a, b]
  have hP := hasDerivAt_prod_log univ _ _ (y j) fun k _ =>
    hasDerivAt_prod_log (univ.filter fun l => k < l) _ _ (y j) fun l hl =>
      hp k l (mem_filter.1 hl).2
  -- only pairs containing particle `j` contribute
  have hS : ∀ g : Fin N → ℝ, g j = 0 → ∑ k, ∑ l with k < l,
      ((if l = j then g k else 0) + if k = j then g l else 0) = ∑ k, g k := by
    intro g hg
    have e1 : ∑ k, ∑ l, (if l = j then g k else 0) = ∑ k, g k := by simp
    have e2 : ∑ k, ∑ l, (if k = j then g l else 0) = ∑ k, g k := sum_comm.trans e1
    have h := pair_sum (fun k l => (if l = j then g k else 0) + if k = j then g l else 0)
      (fun _ _ => add_comm _ _) (fun k => by by_cases h : k = j <;> simp [h, hg])
    simp only [sum_add_distrib, e1, e2] at h ⊢
    linarith
  have hL : ∑ k, lam / (y j - y k) = lam * pull 1 y j := by
    simp [pull_eq, mul_sum, div_eq_mul_inv]
  refine (hP.fun_mul hg).congr_deriv ?_
  rw [hS (fun k => lam / (y j - y k)) (by simp), hL]
  simp only [update_eq_self, psi]
  ring
```

A second differentiation needs the first-derivative formula in a neighbourhood of the point. The step `hev` supplies it: a small move of one particle preserves the order. Near $x_j$ the derivative thus equals $W_j\psi$, and the product rule with `hW`, which is $\partial_jA_j=-B_j$, finishes the calculation. Since `hasDerivAt_psi` gives a true first derivative at every ordered configuration, the second derivative in the Hamiltonian is a true one as well.

```lean
/-- For increasing positions, the `deriv` of the wavefunction along particle `j` is differentiable
at `x j`, with the stated derivative. -/
theorem hasDerivAt_deriv_psi (lam : ℝ) {x : Fin N → ℝ} (hx : StrictMono x) (j : Fin N) :
    HasDerivAt (deriv fun t => psi lam (update x j t))
      (((lam * pull 1 x j - x j) ^ 2 - lam * pull 2 x j - 1) * psi lam x) (x j) := by
  have hc := hasDerivAt_coord x j
  have hW : HasDerivAt (fun t => pull 1 (update x j t) j) (-pull 2 x j) (x j) := by
    simp only [pull, pow_one]
    rw [← sum_neg_distrib]
    exact HasDerivAt.fun_sum fun l hl =>
      ((hasDerivAt_const _ (1 : ℝ)).fun_div ((hc j).fun_sub (hc l))
        (by simpa only [update_eq_self] using
          sub_ne_zero.2 (hx.injective.ne (mem_filter.1 hl).2.symm))).congr_deriv (by
        simp only [update_eq_self, if_neg (mem_filter.1 hl).2, if_true, one_div_pow]
        ring)
  -- the order of the particles survives a small move
  have hev : ∀ᶠ t in nhds (x j), ∀ k l, k < l → update x j t k < update x j t l := by
    refine Filter.eventually_all.2 fun k => Filter.eventually_all.2 fun l => ?_
    by_cases h : k < l
    · exact ((hc k).continuousAt.eventually_lt (hc l).continuousAt
        (by simpa only [update_eq_self] using hx h)).mono fun t ht _ => ht
    · simp [h]
  refine ((((hW.const_mul lam).fun_sub (hc j)).fun_mul
    (hasDerivAt_psi lam hx j)).congr_of_eventuallyEq (hev.mono fun t ht => ?_)).congr_deriv ?_
  · have h := (hasDerivAt_psi lam (fun k l hkl => ht k l hkl) j : HasDerivAt
      (fun s => psi lam (update (update x j t) j s)) _ _).deriv
    simpa only [update_idem, update_self] using h
  · simp only [update_eq_self, if_true]
    ring
```

## Sums over triples and pairs

The cancellation $\sum_jA_j^2=\sum_jB_j$ is written as one vanishing triple sum, from which the terms with $l=m$ have been subtracted. By `cyc`, such a sum is zero if its cyclic rearrangements add to zero for every triple. The case splits treat coinciding indices, and the final `field_simp` and `ring` verify the identity for $a,b,c$ above.

```lean
/-- For pairwise distinct positions the three-body terms cancel. -/
theorem three_body_cancellation {x : Fin N → ℝ} (hx : Injective x) :
    ∑ j, pull 1 x j ^ 2 = ∑ j, pull 2 x j := by
  -- a triple sum vanishes if its cyclic sums do
  have cyc : ∀ G : Fin N → Fin N → Fin N → ℝ,
      (∀ j l m, G j l m + G l m j + G m j l = 0) → ∑ j, ∑ l, ∑ m, G j l m = 0 := by
    intro G h
    have c1 : ∑ j, ∑ l, ∑ m, G l m j = ∑ j, ∑ l, ∑ m, G j l m :=
      sum_comm.trans (sum_congr rfl fun _ _ => sum_comm)
    have c2 : ∑ j, ∑ l, ∑ m, G m j l = ∑ j, ∑ l, ∑ m, G j l m :=
      (sum_congr rfl fun _ _ => sum_comm).trans sum_comm
    have h0 : ∑ j, ∑ l, ∑ m, (G j l m + G l m j + G m j l) = 0 := by simp [h]
    simp only [sum_add_distrib] at h0
    linarith
  have key := cyc (fun j l m => 1 / (x j - x l) * (1 / (x j - x m))
    - if l = m then (1 / (x j - x l)) ^ 2 else 0) (by
      intro j l m
      by_cases a : j = l
      · subst a
        by_cases b : j = m
        · subst b
          simp
        · simp only [b, Ne.symm b, if_true, if_false, sub_self, div_zero]
          ring
      · by_cases b : l = m
        · subst b
          simp only [a, Ne.symm a, if_true, if_false, sub_self, div_zero]
          ring
        · by_cases c : m = j
          · subst c
            simp only [a, b, if_true, if_false, sub_self, div_zero]
            ring
          · have p := sub_ne_zero.2 (hx.ne a)
            have q := sub_ne_zero.2 (hx.ne b)
            have r := sub_ne_zero.2 (hx.ne (Ne.symm c))
            simp only [a, b, c, if_false]
            rw [← neg_sub (x j) (x l), ← neg_sub (x l) (x m), ← neg_sub (x j) (x m)]
            field_simp
            ring)
  have hsq : ∀ j, (∑ l, 1 / (x j - x l)) ^ 2
      = ∑ l, ∑ m, 1 / (x j - x l) * (1 / (x j - x m)) := fun j => by rw [sq, sum_mul_sum]
  simp only [sum_sub_distrib, sum_ite_eq, mem_univ, if_true] at key
  simp only [pull_eq, pow_one, hsq]
  linarith
```

For the trap terms, the double sum is added to its copy with $j$ and $l$ exchanged. By `pt` each summand is then $1$ off the diagonal and $0$ on it, so the total is $N^2-N$, twice the required value.

```lean
/-- For pairwise distinct positions the cross terms between trap and pair factors sum to the
number of pairs. -/
theorem trap_cross_terms {x : Fin N → ℝ} (hx : Injective x) :
    ∑ j, x j * pull 1 x j = (N : ℝ) * (N - 1) / 2 := by
  have pt : ∀ j l, x j * (1 / (x j - x l)) + x l * (1 / (x l - x j))
      = 1 - if j = l then (1 : ℝ) else 0 := by
    intro j l
    by_cases h : j = l
    · simp [h]
    · rw [if_neg h, ← neg_sub (x j) (x l), div_neg]
      linear_combination mul_one_div_cancel (sub_ne_zero.2 (hx.ne h))
  have hsw : ∑ j, ∑ l, x j * (1 / (x j - x l)) = ∑ j, ∑ l, x l * (1 / (x l - x j)) := sum_comm
  have tot : ∑ j, ∑ l, (x j * (1 / (x j - x l)) + x l * (1 / (x l - x j)))
      = (N : ℝ) * N - N := by
    simp only [pt]
    simp [sum_sub_distrib]
  simp only [sum_add_distrib] at tot
  simp only [pull_eq, pow_one, mul_sum]
  linarith
```

## The eigenvalue equation on the ordered sector

The theorem reads: for every real `lam` and every strictly increasing configuration `x`, `psi lam x` is positive, and the Hamiltonian with coupling `lam * (lam - 1)` applied to `psi lam` gives at `x` the energy $E$ times `psi lam x`. The hypothesis `StrictMono x` is the ordering $x_0<\dots<x_{N-1}$. All $N$ are allowed; for $N=1$ the statement is the oscillator ground state with energy $\tfrac12$.

In the proof, `hterm` is the one-particle expansion found above, `hI` and `h2` express the interaction and $\sum_jB_j$ through $V$, and after the two sum rules are inserted `ring` cancels the terms in $V$.

```lean
/-- For increasing positions the Calogero wavefunction is positive and solves the Schrödinger
equation with coupling `lam * (lam - 1)` and energy `N / 2 + lam * N * (N - 1) / 2`. -/
theorem calogero_eigenfunction (lam : ℝ) {x : Fin N → ℝ} (hx : StrictMono x) :
    0 < psi lam x ∧ hamiltonian (lam * (lam - 1)) (psi lam) x
      = ((N : ℝ) / 2 + lam * (N * (N - 1) / 2)) * psi lam x := by
  refine ⟨mul_pos (prod_pos fun k _ => prod_pos fun l hl => Real.rpow_pos_of_pos
    (sub_pos.2 (hx (mem_filter.1 hl).2)) _) (Real.exp_pos _), ?_⟩
  have hterm : ∀ j, (-deriv (deriv fun t => psi lam (update x j t)) (x j)
      + x j ^ 2 * psi lam x) / 2 = psi lam x / 2 + lam * psi lam x / 2 * pull 2 x j
        - lam ^ 2 * psi lam x / 2 * pull 1 x j ^ 2
        + lam * psi lam x * (x j * pull 1 x j) := by
    intro j
    rw [(hasDerivAt_deriv_psi lam hx j).deriv]
    ring
  have hI : ∑ j, ∑ l with j < l, lam * (lam - 1) / (x j - x l) ^ 2
      = lam * (lam - 1) * ∑ j, ∑ l with j < l, (1 / (x j - x l)) ^ 2 := by
    simp only [mul_sum, one_div_pow, mul_one_div]
  have h2 : ∑ j, pull 2 x j = 2 * ∑ j, ∑ l with j < l, (1 / (x j - x l)) ^ 2 := by
    simp only [pull_eq]
    exact pair_sum (fun j l => (1 / (x j - x l)) ^ 2)
      (fun k l => by simp only [one_div_pow, sub_sq_comm (x k) (x l)]) (fun k => by simp)
  -- the two-body terms left by the kinetic energy cancel the interaction
  rw [hamiltonian, sum_congr rfl fun j _ => hterm j, hI]
  simp only [sum_add_distrib, sum_sub_distrib, ← mul_sum, sum_const, card_univ,
    Fintype.card_fin, nsmul_eq_mul]
  rw [three_body_cancellation hx.injective, trap_cross_terms hx.injective, h2]
  ring

end

end CalogeroModel
```

```lean
#print axioms CalogeroModel.calogero_eigenfunction
```

```
'CalogeroModel.calogero_eigenfunction' depends on axioms: [propext, Classical.choice, Quot.sound]
```

Real exponents reach every coupling $g\ge-\tfrac14$. The exponents $\lambda$ and $1-\lambda$ give the same coupling, so for $\lambda\ne\tfrac12$ and $N\ge2$ the theorem also yields a second solution, with energy $N/2+(1-\lambda)N(N-1)/2$. For $\lambda=2$ and $N\ge2$ this second energy is the lower one, but its wavefunction diverges as an inverse distance at contact and is not square-integrable.

The equation alone therefore doesn't single out the ground state. For $\lambda=2$, square-integrability is enough to reject the second solution. For $N=2$ and $1<\lambda<\tfrac32$ both solutions are square-integrable, and a boundary condition at contact is needed to choose between them. Both requirements are physical input beyond the theorem. For repulsive coupling the usual condition, that $\psi$ vanishes at contact, selects the exponent $\lambda>1$, and the positivity of $\psi$ then marks it as the lowest state of the ordered sector.
